# Gaussian integration by parts: ∫ x f ρ = s ∫ f′ ρ for everywhere differentiable f with x f ρ and f′ ρ integrable

*What should replace "the boundary term vanishes" in a rigorous statement: a decay condition on f ρ, or integrability? For the centred Gaussian density ρ of variance s and a smooth function f, I use ∫ x f ρ dx = s ∫ f′ ρ dx to turn spring terms into virial terms in path-integral estimators. I always discard f ρ at ±∞ without argument, and I would like to see the step made precise and machine-checked.*

Integrability is enough. If f is differentiable at every point and the two integrands x f ρ and f′ ρ are Lebesgue integrable, the boundary term is derived to be zero, and no decay is assumed.

## Why the boundary term vanishes

For s > 0 let

ρ(x) = (2πs)^(−1/2) exp(−x²/(2s)),  so that  ρ′(x) = −(x/s) ρ(x).

Put F = f ρ. The product rule gives

F′ = f′ ρ − (1/s) x f ρ,

which is integrable by assumption. F itself is integrable: it is continuous, hence integrable on [−1, 1], and |F| ≤ |x F| for |x| ≥ 1. Because F′ is integrable, F has limits at ±∞, and because F is integrable, both limits are zero. Hence ∫ F′ dx = 0, that is

∫ x f ρ dx = s ∫ f′ ρ dx.

If f is twice differentiable and x² f ρ, x f′ ρ and f″ ρ are integrable, applying this to x f, whose derivative is f + x f′, and then to f′ gives

∫ x² f ρ dx = s ∫ f ρ dx + s ∫ x f′ ρ dx = s ∫ f ρ dx + s² ∫ f″ ρ dx.

For a harmonic mode with coordinate q, force constant k > 0 and inverse temperature β > 0, the Boltzmann weight w(q) = exp(−β k q²/2) satisfies ρ = c w with s = 1/(βk) and c = (2π/(βk))^(−1/2). Cancelling c and multiplying by k,

∫ k q f w dq = β⁻¹ ∫ f′ w dq.

The weight w is unnormalised; multiplying by c turns this into thermal averages of a classical mode, ⟨k q f⟩ = β⁻¹ ⟨f′⟩.

```lean
import Mathlib

open MeasureTheory Real Set

namespace GaussianIntegrationByParts

noncomputable section

/-- The centred Gaussian density of variance `s` on the line. -/
def gaussian (s x : ℝ) : ℝ := (√(2 * π * s))⁻¹ * exp (-x ^ 2 / (2 * s))

/-- The Boltzmann weight `exp (-β k q² / 2)` of a harmonic mode with force constant `k`
at inverse temperature `β`. -/
def harmonicWeight (β k q : ℝ) : ℝ := exp (-β * (k * q ^ 2 / 2))

/-- The Gaussian density obeys `ρ'(x) = -(x / s) ρ(x)`. -/
theorem gaussian_hasDerivAt {s : ℝ} (hs : 0 < s) (x : ℝ) :
    HasDerivAt (gaussian s) (-(x / s) * gaussian s x) x := by
  have hs' := hs.ne'
  have h0 : HasDerivAt (fun y : ℝ => y ^ 2) (2 * x) x := by
    simpa using hasDerivAt_pow 2 x
  have h1 : HasDerivAt (fun y : ℝ => -y ^ 2 / (2 * s)) (-(x / s)) x :=
    (h0.fun_neg.div_const (2 * s)).congr_deriv (by field_simp)
  have h2 := h1.exp.const_mul (√(2 * π * s))⁻¹
  refine HasDerivAt.congr_deriv h2 ?_
  unfold gaussian
  ring

/-- The Gaussian density and `x` times the density are integrable, and the density is
normalised to one. -/
theorem gaussian_normalised {s : ℝ} (hs : 0 < s) :
    Integrable (gaussian s) ∧ Integrable (fun x => x * gaussian s x) ∧
      ∫ x, gaussian s x = 1 := by
  have hs' := hs.ne'
  have hb : 0 < 1 / (2 * s) := by positivity
  have e : ∀ x, gaussian s x = (√(2 * π * s))⁻¹ * exp (-(1 / (2 * s)) * x ^ 2) := by
    intro x
    unfold gaussian
    rw [show -x ^ 2 / (2 * s) = -(1 / (2 * s)) * x ^ 2 by ring]
  refine ⟨?_, ?_, ?_⟩
  · rw [funext e]
    exact (integrable_exp_neg_mul_sq hb).const_mul _
  · have e1 : (fun x => x * gaussian s x)
        = fun x => (√(2 * π * s))⁻¹ * (x * exp (-(1 / (2 * s)) * x ^ 2)) := by
      funext x
      rw [e]
      ring
    rw [e1]
    exact (integrable_mul_exp_neg_mul_sq hb).const_mul _
  · simp_rw [e]
    rw [integral_const_mul, integral_gaussian,
      show π / (1 / (2 * s)) = 2 * π * s by field_simp]
    exact inv_mul_cancel₀ (Real.sqrt_pos.mpr (by positivity)).ne'

/-- A continuous function `g` on the line is integrable as soon as `x g(x)` is. -/
theorem integrable_of_integrable_id_mul {g : ℝ → ℝ} (hg : Continuous g)
    (hx : Integrable (fun x => x * g x)) : Integrable g := by
  have h1 : IntegrableOn g (Icc (-1) 1) := hg.integrableOn_Icc
  -- outside [-1, 1] one has |g| ≤ |x g|
  have h2 : IntegrableOn g (Icc (-1) 1)ᶜ := by
    refine Integrable.mono (hx.integrableOn (s := (Icc (-1) 1)ᶜ))
      hg.aestronglyMeasurable ?_
    refine (ae_restrict_iff' measurableSet_Icc.compl).2
      (Filter.Eventually.of_forall fun x hx' => ?_)
    have h : 1 ≤ |x| := by
      by_contra h
      have h' := abs_lt.1 (not_le.1 h)
      exact hx' ⟨h'.1.le, h'.2.le⟩
    show ‖g x‖ ≤ ‖x * g x‖
    rw [norm_mul]
    exact le_mul_of_one_le_left (norm_nonneg _) (by rwa [Real.norm_eq_abs])
  have h3 := h1.union h2
  rwa [union_compl_self, integrableOn_univ] at h3

/-- Gaussian integration by parts: if `f` has derivative `f'` everywhere and `x f ρ` and
`f' ρ` are integrable, then `∫ x f ρ = s ∫ f' ρ`. -/
theorem gaussian_integration_by_parts {s : ℝ} (hs : 0 < s) {f f' : ℝ → ℝ}
    (hf : ∀ x, HasDerivAt f (f' x) x)
    (hx : Integrable (fun x => x * f x * gaussian s x))
    (hf' : Integrable (fun x => f' x * gaussian s x)) :
    ∫ x, x * f x * gaussian s x = s * ∫ x, f' x * gaussian s x := by
  -- product rule: (f ρ)' = f' ρ - x f ρ / s
  have hF : ∀ x, HasDerivAt (fun y => f y * gaussian s y)
      (f' x * gaussian s x - s⁻¹ * (x * f x * gaussian s x)) x := fun x =>
    ((hf x).fun_mul (gaussian_hasDerivAt hs x)).congr_deriv (by ring)
  have hc : Continuous (fun y => f y * gaussian s y) :=
    continuous_iff_continuousAt.2 fun x => (hF x).continuousAt
  have hint : Integrable (fun y => f y * gaussian s y) :=
    integrable_of_integrable_id_mul hc (by simpa only [mul_assoc] using hx)
  -- the boundary term vanishes
  have h0 : ∫ x, (f' x * gaussian s x - s⁻¹ * (x * f x * gaussian s x)) = 0 :=
    integral_eq_zero_of_hasDerivAt_of_integrable hF (hf'.sub (hx.const_mul s⁻¹)) hint
  rw [integral_sub hf' (hx.const_mul s⁻¹), integral_const_mul, sub_eq_zero] at h0
  rw [h0, ← mul_assoc, mul_inv_cancel₀ hs.ne', one_mul]

/-- Second-order form: for twice differentiable `f` with `x² f ρ`, `x f' ρ` and `f'' ρ`
integrable, `∫ x² f ρ = s ∫ f ρ + s² ∫ f'' ρ`. -/
theorem gaussian_integration_by_parts_twice {s : ℝ} (hs : 0 < s) {f f' f'' : ℝ → ℝ}
    (hf : ∀ x, HasDerivAt f (f' x) x) (hf' : ∀ x, HasDerivAt f' (f'' x) x)
    (h0 : Integrable (fun x => x ^ 2 * f x * gaussian s x))
    (h1 : Integrable (fun x => x * f' x * gaussian s x))
    (h2 : Integrable (fun x => f'' x * gaussian s x)) :
    ∫ x, x ^ 2 * f x * gaussian s x
      = s * (∫ x, f x * gaussian s x) + s ^ 2 * ∫ x, f'' x * gaussian s x := by
  have hc : Continuous (fun y => f y * gaussian s y) :=
    continuous_iff_continuousAt.2 fun x =>
      ((hf x).fun_mul (gaussian_hasDerivAt hs x)).continuousAt
  have hc1 : Continuous (fun y => y * (f y * gaussian s y)) := continuous_id'.mul hc
  have e0 : (fun x => x ^ 2 * f x * gaussian s x)
      = fun x => x * (x * f x) * gaussian s x := by
    funext x
    ring
  have e1 : (fun x => (f x + x * f' x) * gaussian s x)
      = fun x => f x * gaussian s x + x * f' x * gaussian s x := by
    funext x
    ring
  rw [e0] at h0 ⊢
  have hint : Integrable (fun y => f y * gaussian s y) :=
    integrable_of_integrable_id_mul hc
      (integrable_of_integrable_id_mul hc1 (by simpa only [mul_assoc] using h0))
  -- integrate by parts once with x f, once with f'
  have hg : ∀ x, HasDerivAt (fun y => y * f y) (f x + x * f' x) x := fun x =>
    ((hasDerivAt_id' x).fun_mul (hf x)).congr_deriv (by ring)
  have a : ∫ x, x * (x * f x) * gaussian s x
      = s * ∫ x, (f x + x * f' x) * gaussian s x :=
    gaussian_integration_by_parts hs hg h0 (by rw [e1]; exact hint.add h1)
  have b := gaussian_integration_by_parts hs hf' h1 h2
  rw [a, e1, integral_add hint h1, b]
  ring

/-- For a continuously differentiable `f` with `f` and `f'` bounded,
`∫ x f ρ = s ∫ f' ρ`. -/
theorem gaussian_integration_by_parts_bounded {s C : ℝ} (hs : 0 < s) {f f' : ℝ → ℝ}
    (hf : ∀ x, HasDerivAt f (f' x) x) (hc' : Continuous f')
    (hb : ∀ x, |f x| ≤ C) (hb' : ∀ x, |f' x| ≤ C) :
    ∫ x, x * f x * gaussian s x = s * ∫ x, f' x * gaussian s x := by
  obtain ⟨i0, i1, -⟩ := gaussian_normalised hs
  have hρ : Continuous (gaussian s) :=
    continuous_iff_continuousAt.2 fun x => (gaussian_hasDerivAt hs x).continuousAt
  have hc : Continuous f := continuous_iff_continuousAt.2 fun x => (hf x).continuousAt
  have c1 : Continuous (fun x => x * f x * gaussian s x) := (continuous_id'.mul hc).mul hρ
  have c2 : Continuous (fun x => f' x * gaussian s x) := hc'.mul hρ
  refine gaussian_integration_by_parts hs hf ?_ ?_
  · refine (i1.norm.const_mul C).mono' c1.aestronglyMeasurable (ae_of_all _ fun x => ?_)
    show ‖x * f x * gaussian s x‖ ≤ C * ‖x * gaussian s x‖
    rw [show x * f x * gaussian s x = f x * (x * gaussian s x) by ring, norm_mul (f x)]
    exact mul_le_mul_of_nonneg_right (hb x) (norm_nonneg _)
  · refine (i0.norm.const_mul C).mono' c2.aestronglyMeasurable (ae_of_all _ fun x => ?_)
    show ‖f' x * gaussian s x‖ ≤ C * ‖gaussian s x‖
    rw [norm_mul]
    exact mul_le_mul_of_nonneg_right (hb' x) (norm_nonneg _)

/-- For a harmonic mode with Boltzmann weight `w`, differentiable `f`, and `q f w`, `f' w`
integrable, `∫ k q f w = β⁻¹ ∫ f' w`. -/
theorem harmonic_mode_integration_by_parts {β k : ℝ} (hβ : 0 < β) (hk : 0 < k)
    {f f' : ℝ → ℝ} (hf : ∀ q, HasDerivAt f (f' q) q)
    (hq : Integrable (fun q => q * f q * harmonicWeight β k q))
    (hf' : Integrable (fun q => f' q * harmonicWeight β k q)) :
    ∫ q, k * q * f q * harmonicWeight β k q = β⁻¹ * ∫ q, f' q * harmonicWeight β k q := by
  have hβ' := hβ.ne'
  have hk' := hk.ne'
  have hs : 0 < (β * k)⁻¹ := by positivity
  -- the weight is proportional to the Gaussian of variance 1 / (β k)
  obtain ⟨c, hc, e⟩ : ∃ c : ℝ, c ≠ 0 ∧
      ∀ x, gaussian (β * k)⁻¹ x = c * harmonicWeight β k x := by
    refine ⟨(√(2 * π * (β * k)⁻¹))⁻¹,
      inv_ne_zero (Real.sqrt_pos.mpr (by positivity)).ne', fun x => ?_⟩
    unfold gaussian harmonicWeight
    rw [show -x ^ 2 / (2 * (β * k)⁻¹) = -β * (k * x ^ 2 / 2) by field_simp]
  have e1 : (fun x => x * f x * gaussian (β * k)⁻¹ x)
      = fun x => c * (x * f x * harmonicWeight β k x) := by
    funext x
    rw [e]
    ring
  have e2 : (fun x => f' x * gaussian (β * k)⁻¹ x)
      = fun x => c * (f' x * harmonicWeight β k x) := by
    funext x
    rw [e]
    ring
  have e3 : (fun q => k * q * f q * harmonicWeight β k q)
      = fun q => k * (q * f q * harmonicWeight β k q) := by
    funext q
    ring
  have main := gaussian_integration_by_parts hs hf
    (by rw [e1]; exact hq.const_mul c) (by rw [e2]; exact hf'.const_mul c)
  rw [e1, e2, integral_const_mul, integral_const_mul] at main
  have key : ∀ I J : ℝ, c * I = (β * k)⁻¹ * (c * J) → k * I = β⁻¹ * J := by
    intro I J h
    have h' : I = (β * k)⁻¹ * J := mul_left_cancel₀ hc (h.trans (mul_left_comm _ _ _))
    rw [h']
    field_simp
  rw [e3, integral_const_mul]
  exact key _ _ main

end

end GaussianIntegrationByParts
```

```lean
#print axioms GaussianIntegrationByParts.gaussian_integration_by_parts
#print axioms GaussianIntegrationByParts.gaussian_integration_by_parts_twice
#print axioms GaussianIntegrationByParts.gaussian_integration_by_parts_bounded
#print axioms GaussianIntegrationByParts.harmonic_mode_integration_by_parts
```

```
'GaussianIntegrationByParts.gaussian_integration_by_parts' depends on axioms: [propext, Classical.choice, Quot.sound]
'GaussianIntegrationByParts.gaussian_integration_by_parts_twice' depends on axioms: [propext, Classical.choice, Quot.sound]
'GaussianIntegrationByParts.gaussian_integration_by_parts_bounded' depends on axioms: [propext, Classical.choice, Quot.sound]
'GaussianIntegrationByParts.harmonic_mode_integration_by_parts' depends on axioms: [propext, Classical.choice, Quot.sound]
```

## The statements in words

Here `gaussian s x` is ρ(x), `harmonicWeight β k q` is w(q), and `∫ x,` is the Lebesgue integral over ℝ. The derivative is a separate function `f'`, tied to `f` by `∀ x, HasDerivAt f (f' x) x`. `Integrable` means absolutely integrable; it matters because Lean gives a non-integrable function the integral 0.

`gaussian_normalised` says that ρ and x ρ are integrable and ∫ ρ dx = 1. `gaussian_integration_by_parts` is the main identity and does not require f′ to be continuous. `gaussian_integration_by_parts_twice` assumes x² f ρ, x f′ ρ and f″ ρ integrable. `gaussian_integration_by_parts_bounded` replaces integrability by continuity of f′ and one bound C on both |f| and |f′|. `harmonic_mode_integration_by_parts` is the identity for w, where `hk : 0 < k` stands for a restoring force, without which w cannot be normalised. Everything concerns one real variable, zero mean and real f.

## From ρ′ = −(x/s) ρ to the identities in Lean

`gaussian_hasDerivAt` is the chain rule for ρ. `integrable_of_integrable_id_mul` is the split at |x| = 1: `h1` treats `Icc (-1) 1` by continuity, `h2` treats the complement by comparison with x g, for the lemma's continuous function g.

In the main theorem `hF` is the product rule, `hc` and `hint` give continuity and integrability of F, and `h0` calls Mathlib's `integral_eq_zero_of_hasDerivAt_of_integrable`, which holds the argument about the limits at ±∞. Splitting the integral and cancelling s against s⁻¹ finishes it.

The second-order proof uses the splitting lemma twice to pass from x² f ρ to f ρ; `a` and `b` are the applications to x f and f′. The bounded case dominates the integrands by C |x ρ| and C ρ, with continuity supplying measurability. In the harmonic case `e` is ρ = c w and `key` cancels c.

## The virial step, and a jump that breaks the identity

The examples below are ordinary calculations that the file does not contain. The springs of a ring polymer decouple into harmonic normal modes, and the one-mode identity applies to a single non-centroid mode with the others held fixed; the centroid has k = 0 and is excluded. As a function of that mode, let the ring-polymer weight be proportional to exp(−β(k q²/2 + U(q))), where U is the external potential averaged over the P beads, k carries the same factor 1/P (if both factors are left out, β becomes β/P), and U is assumed differentiable at every q, and set f = q exp(−βU). Then f′ = (1 − β q U′) exp(−βU), and, given integrability, averages over w exp(−βU) obey

⟨k q²⟩ = β⁻¹ − ⟨q U′⟩.

This exchanges the mean spring term for a virial term. It holds for each fixed value of the other modes, so, given integrability over all modes, it also holds for the full averages, and a simulation can accumulate both sides along a run and compare them.

Differentiability at every point is sufficient but not necessary: for f = max(x, 0), which has a kink at the origin, and f′ = 1 for x > 0, f′ = 0 otherwise, both sides equal s/2. It cannot, however, be relaxed to differentiability at all points but one if f may jump there. Take f = 1 for x > 0, f = 0 otherwise, and f′ = 0, which is the derivative everywhere except at the origin. Both integrands are integrable, yet

∫ x f ρ dx = s ρ(0) = √(s/(2π)) ≠ 0 = s ∫ f′ ρ dx.

The missing amount is s times the jump of f ρ at the origin.
